# In a finite-transition model with separable attraction, a static sum decides stability

An attractive electron–hole interaction can pull an excitation below every transition of the non-interacting system. If the attraction grows, the squared frequency of this exciton can fall to zero and then turn negative. The frequency is then imaginary, and a small disturbance of the reference state can grow instead of oscillating. The question is at which strength this happens.

Take finitely many transitions, at least one, with squared energies $s_i>0$, strengths $f_i>0$ and an attraction $g>0$. Define the response at squared frequency $z$ by
$$R(z)=\sum_i \frac{f_i}{s_i-z}.$$
An exciton is a solution of $gR(z)=1$ below all $s_i$. There is exactly one, and
$$z>0 \iff g\sum_i \frac{f_i}{s_i}<1,\qquad z=0 \iff g\sum_i \frac{f_i}{s_i}=1.$$
The first condition is also equivalent to positivity of the quadratic form of
$$A_{ij}=s_i\delta_{ij}-g\sqrt{f_i}\sqrt{f_j}$$
on all nonzero vectors.

## A check before diagonalisation and a bracket for the root

In linear-response time-dependent density-functional theory with real orbitals, finitely many transitions and a frequency-independent, separable, attractive coupling, $A$ is the squared-frequency matrix once the sign of each transition's basis vector is chosen to make its coupling matrix element positive. Each $f_i$ then absorbs a transition energy and a squared matrix element. A code that takes real square roots of the eigenvalues of $A$ needs them to be nonnegative. This holds exactly when the static sum $g\sum_i f_i/s_i$ is at most one, which can be checked in one pass over the transitions.

A root finder for $gR(z)=1$ may also land on solutions above the lowest transition. If $s_k$ is the smallest squared energy and $F=\sum_i f_i$, the interval $[s_k-gF,\;s_k-gf_k]$ contains the exciton and no pole. For a single transition it shrinks to the point $s_k-gf_k$, which is the solution.

## From a monotone response to a positive matrix

**Uniqueness.** If $z<w<s_i$ for all $i$, then $0<s_i-w<s_i-z$, so every term of $R$ is larger at $w$ than at $z$. Hence $R(z)<R(w)$, and two different excitons are impossible.

**Existence.** At $a=s_k-gF$ every denominator is at least $gF$, so $gR(a)\le g\,F/(gF)=1$. At $b=s_k-gf_k$ the $k$-th term alone contributes $g f_k/(g f_k)=1$ and the others are positive, so $gR(b)\ge1$. Since $a\le b<s_k$ and $R$ is continuous on $[a,b]$, some $z$ in this interval satisfies $gR(z)=1$.

**Sign.** From here on $z$ is the exciton. If $z>0$, monotonicity gives $gR(0)<gR(z)=1$. If $z=0$, then $gR(0)=1$. If $z<0$, then $gR(0)>1$. These cases exclude each other, so both equivalences follow from $R(0)=\sum_i f_i/s_i$.

**Eigenvector.** Let $v_i=\sqrt{f_i}/(s_i-z)$. Then $\sum_j\sqrt{f_j}\,v_j=R(z)=1/g$, and therefore
$$(Av)_i=s_iv_i-\sqrt{f_i}=s_iv_i-(s_i-z)v_i=zv_i.$$
The normalised eigenvector has weight $v_i^2/\sum_j v_j^2$ on transition $i$.

**Lower bound.** For any real vector $x$, Cauchy–Schwarz with weights $s_i-z$ gives
$$\Big(\sum_i\sqrt{f_i}\,x_i\Big)^2\le R(z)\sum_i(s_i-z)x_i^2.$$
Multiplying by $g$ and using $gR(z)=1$,
$$x\cdot Ax=\sum_i s_ix_i^2-g\Big(\sum_i\sqrt{f_i}\,x_i\Big)^2\ge z\,x\cdot x.$$

**Stability.** If $z>0$, this bound makes the form positive for $x\ne0$. Conversely, positivity at $v$ gives $z\,v\cdot v>0$, hence $z>0$.

**Other thresholds.** The same comparison works at any $c$ below all $s_i$: the exciton lies above $c$ exactly when $g\sum_i f_i/(s_i-c)<1$. This follows by applying the sign criterion to the shifted values $s_i-c$.

## The Lean file

```lean
import Mathlib

open Matrix

namespace ExcitonStability

noncomputable section

variable {ι : Type*} [Fintype ι]

/-- Response at squared frequency `z` of transitions with squared energies `s i` and strengths
`f i`, for `z` different from every `s i`. -/
def response (f s : ι → ℝ) (z : ℝ) : ℝ := ∑ i, f i / (s i - z)

/-- The squared frequency `z` is an exciton: it lies below all transitions and solves
`g ∑ f i / (s i - z) = 1`. -/
def IsExciton (g : ℝ) (f s : ι → ℝ) (z : ℝ) : Prop :=
  (∀ i, z < s i) ∧ g * response f s z = 1

/-- For positive strengths and at least one transition, the response increases strictly
with the squared frequency below all transitions. -/
theorem response_lt [Nonempty ι] {f s : ι → ℝ} (hf : ∀ i, 0 < f i) {z w : ℝ}
    (hzw : z < w) (hw : ∀ i, w < s i) : response f s z < response f s w := by
  unfold response
  apply Finset.sum_lt_sum_of_nonempty Finset.univ_nonempty
  intro i _
  have h1 := hw i
  exact div_lt_div_of_pos_left (hf i) (by linarith) (by linarith)

/-- For positive strengths, positive attraction and at least one transition, there is exactly
one exciton. -/
theorem existsUnique_exciton [Nonempty ι] {g : ℝ} {f s : ι → ℝ} (hg : 0 < g)
    (hf : ∀ i, 0 < f i) : ∃! z, IsExciton g f s z := by
  obtain ⟨k, hk⟩ := Finite.exists_min s
  obtain ⟨F, hFdef⟩ : ∃ F, F = ∑ i, f i := ⟨_, rfl⟩
  have hkF : f k ≤ F := by
    rw [hFdef]
    exact Finset.single_le_sum (fun i _ => (hf i).le) (Finset.mem_univ k)
  have hfk := hf k
  have hF : 0 < F := hfk.trans_le hkF
  have hgk : 0 < g * f k := mul_pos hg hfk
  have hab : s k - g * F ≤ s k - g * f k := by
    have := mul_le_mul_of_nonneg_left hkF hg.le
    linarith
  have hcont : ContinuousOn (fun z => g * response f s z)
      (Set.Icc (s k - g * F) (s k - g * f k)) := by
    unfold response
    refine continuousOn_const.mul (continuousOn_finsetSum _ fun i _ => ?_)
    refine continuousOn_const.div (continuousOn_const.sub continuousOn_id) fun z hz => ?_
    have h1 := hk i
    have h2 := hz.2
    have h3 : 0 < s i - z := by linarith
    exact h3.ne'
  -- at the lower endpoint `g` times the response is at most one
  have hlow : g * response f s (s k - g * F) ≤ 1 := by
    have h : response f s (s k - g * F) ≤ ∑ i, f i / (g * F) := by
      unfold response
      refine Finset.sum_le_sum fun i _ => ?_
      exact div_le_div_of_nonneg_left (hf i).le (mul_pos hg hF) (by linarith [hk i])
    rw [← Finset.sum_div, ← hFdef] at h
    calc g * response f s (s k - g * F) ≤ g * (F / (g * F)) :=
          mul_le_mul_of_nonneg_left h hg.le
      _ = 1 := by field_simp
  -- at the upper endpoint the term of the lowest transition alone already gives one
  have hhigh : 1 ≤ g * response f s (s k - g * f k) := by
    have h : f k / (s k - (s k - g * f k)) ≤ response f s (s k - g * f k) := by
      unfold response
      exact Finset.single_le_sum (f := fun i => f i / (s i - (s k - g * f k)))
        (fun i _ => div_nonneg (hf i).le (by linarith [hk i])) (Finset.mem_univ k)
    rw [sub_sub_cancel] at h
    calc 1 = g * (f k / (g * f k)) := by field_simp
      _ ≤ g * response f s (s k - g * f k) := mul_le_mul_of_nonneg_left h hg.le
  obtain ⟨z, hz, hz1⟩ := intermediate_value_Icc hab hcont ⟨hlow, hhigh⟩
  have hzs : ∀ i, z < s i := fun i => by linarith [hk i, hz.2]
  have hz2 : g * response f s z = 1 := hz1
  refine ⟨z, ⟨hzs, hz2⟩, fun w hw => ?_⟩
  rcases lt_trichotomy w z with h | h | h
  · have := mul_lt_mul_of_pos_left (response_lt hf h hzs) hg
    linarith [hw.2]
  · exact h
  · have := mul_lt_mul_of_pos_left (response_lt hf h hw.1) hg
    linarith [hw.2]

/-- For positive squared transition energies, strengths and attraction, and at least one
transition, an exciton has positive squared frequency iff `g ∑ f i / s i < 1`, and zero squared
frequency iff this sum equals one. -/
theorem exciton_sign [Nonempty ι] {g z : ℝ} {f s : ι → ℝ} (hg : 0 < g)
    (hf : ∀ i, 0 < f i) (hs : ∀ i, 0 < s i) (hz : IsExciton g f s z) :
    (0 < z ↔ g * ∑ i, f i / s i < 1) ∧ (z = 0 ↔ g * ∑ i, f i / s i = 1) := by
  have h0 : ∑ i, f i / s i = response f s 0 := by simp only [response, sub_zero]
  have hz2 := hz.2
  rw [h0]
  -- compare the static response with the response at the exciton
  rcases lt_trichotomy z 0 with h | h | h
  · have := mul_lt_mul_of_pos_left (response_lt hf h hs) hg
    constructor <;> constructor <;> intro h' <;> linarith
  · rw [h] at hz2
    constructor <;> constructor <;> intro h' <;> linarith
  · have := mul_lt_mul_of_pos_left (response_lt hf h hz.1) hg
    constructor <;> constructor <;> intro h' <;> linarith

variable [DecidableEq ι]

/-- Squared-frequency matrix of the transitions: the squared energies on the diagonal, minus
the separable attraction `g √(f i) √(f j)`. -/
def casida (g : ℝ) (f s : ι → ℝ) : Matrix ι ι ℝ :=
  diagonal s - g • vecMulVec (fun i => √(f i)) (fun i => √(f i))

/-- Amplitude `√(f i) / (s i - z)` of each transition at squared frequency `z`, for `z`
different from every `s i`. -/
def amplitude (f s : ι → ℝ) (z : ℝ) : ι → ℝ := fun i => √(f i) / (s i - z)

/-- The matrix weights each transition by its squared energy and subtracts the attraction
to the collective amplitude. -/
theorem casida_mulVec (g : ℝ) (f s x : ι → ℝ) (i : ι) :
    (casida g f s *ᵥ x) i = s i * x i - g * √(f i) * ∑ j, √(f j) * x j := by
  simp only [casida, Matrix.mulVec, dotProduct, Matrix.sub_apply, Matrix.smul_apply,
    Matrix.diagonal_apply, Matrix.vecMulVec_apply, smul_eq_mul, sub_mul, ite_mul, zero_mul,
    Finset.sum_sub_distrib, Finset.sum_ite_eq, Finset.mem_univ, if_true, Finset.mul_sum,
    mul_assoc]

/-- For positive strengths and at least one transition, an exciton is an eigenvalue of the
squared-frequency matrix, with the nonzero vector `amplitude f s z`. -/
theorem exciton_eigenvector [Nonempty ι] {g z : ℝ} {f s : ι → ℝ} (hf : ∀ i, 0 < f i)
    (hz : IsExciton g f s z) :
    amplitude f s z ≠ 0 ∧ casida g f s *ᵥ amplitude f s z = z • amplitude f s z := by
  constructor
  · intro h
    obtain ⟨k⟩ := ‹Nonempty ι›
    have hpos : 0 < amplitude f s z k :=
      div_pos (Real.sqrt_pos.mpr (hf k)) (sub_pos.mpr (hz.1 k))
    rw [h] at hpos
    exact lt_irrefl _ hpos
  · have hsum : ∑ j, √(f j) * amplitude f s z j = response f s z := by
      unfold response amplitude
      refine Finset.sum_congr rfl fun j _ => ?_
      rw [← mul_div_assoc, Real.mul_self_sqrt (hf j).le]
    ext i
    rw [casida_mulVec, hsum, Pi.smul_apply, smul_eq_mul]
    have hd : amplitude f s z i * (s i - z) = √(f i) :=
      div_mul_cancel₀ _ (sub_pos.mpr (hz.1 i)).ne'
    linear_combination hd - √(f i) * hz.2

/-- For positive strengths and attraction, the quadratic form of the squared-frequency matrix at `x`
is at least `z * (x ⬝ᵥ x)`, where `z` is an exciton. -/
theorem exciton_le_form {g z : ℝ} {f s : ι → ℝ} (hg : 0 < g) (hf : ∀ i, 0 < f i)
    (hz : IsExciton g f s z) (x : ι → ℝ) :
    z * (x ⬝ᵥ x) ≤ x ⬝ᵥ (casida g f s *ᵥ x) := by
  have hq : x ⬝ᵥ (casida g f s *ᵥ x)
      = ∑ i, s i * x i ^ 2 - g * (∑ j, √(f j) * x j) ^ 2 := by
    have h : ∀ i, x i * (casida g f s *ᵥ x) i
        = s i * x i ^ 2 - g * (∑ j, √(f j) * x j) * (√(f i) * x i) := by
      intro i
      rw [casida_mulVec]
      ring
    unfold dotProduct
    rw [Finset.sum_congr rfl fun i _ => h i, Finset.sum_sub_distrib, ← Finset.mul_sum]
    ring
  -- Cauchy-Schwarz with the weights `s i - z`
  have hcs : (∑ j, √(f j) * x j) ^ 2
      ≤ (∑ i, f i / (s i - z)) * ∑ i, (s i - z) * x i ^ 2 := by
    refine Finset.sum_sq_le_sum_mul_sum_of_sq_le_mul _ (fun i _ => ?_) (fun i _ => ?_)
      (fun i _ => ?_)
    · exact div_nonneg (hf i).le (sub_pos.mpr (hz.1 i)).le
    · exact mul_nonneg (sub_pos.mpr (hz.1 i)).le (sq_nonneg _)
    · rw [mul_pow, Real.sq_sqrt (hf i).le, ← mul_assoc,
        div_mul_cancel₀ _ (sub_pos.mpr (hz.1 i)).ne']
  have he : ∑ i, (s i - z) * x i ^ 2 = ∑ i, s i * x i ^ 2 - z * (x ⬝ᵥ x) := by
    rw [dotProduct, Finset.mul_sum, ← Finset.sum_sub_distrib]
    exact Finset.sum_congr rfl fun i _ => by ring
  have h1 := mul_le_mul_of_nonneg_left hcs hg.le
  have h2 : g * ∑ i, f i / (s i - z) = 1 := hz.2
  rw [← mul_assoc, h2, one_mul, he] at h1
  rw [hq]
  linarith

/-- For positive squared transition energies, strengths and attraction, and at least one
transition, the squared-frequency matrix has a positive quadratic form on all nonzero vectors
iff `g ∑ f i / s i < 1`. -/
theorem stable_iff [Nonempty ι] {g : ℝ} {f s : ι → ℝ} (hg : 0 < g)
    (hf : ∀ i, 0 < f i) (hs : ∀ i, 0 < s i) :
    (∀ x : ι → ℝ, x ≠ 0 → 0 < x ⬝ᵥ (casida g f s *ᵥ x)) ↔ g * ∑ i, f i / s i < 1 := by
  obtain ⟨z, hz, -⟩ := existsUnique_exciton (s := s) hg hf
  have hnn : ∀ x : ι → ℝ, 0 ≤ x ⬝ᵥ x := fun x =>
    Finset.sum_nonneg fun i _ => mul_self_nonneg (x i)
  rw [← (exciton_sign hg hf hs hz).1]
  constructor
  · -- test the form on the exciton itself
    intro h
    obtain ⟨hne, heig⟩ := exciton_eigenvector hf hz
    have h1 := h _ hne
    rw [heig, dotProduct_smul, smul_eq_mul] at h1
    by_contra hn
    nlinarith [hnn (amplitude f s z), not_lt.mp hn]
  · intro h x hx
    have hxx : 0 < x ⬝ᵥ x :=
      lt_of_le_of_ne (hnn x) fun h0 => hx (dotProduct_self_eq_zero.mp h0.symm)
    exact (mul_pos h hxx).trans_le (exciton_le_form hg hf hz x)

end

end ExcitonStability
```

```lean
#print axioms ExcitonStability.exciton_sign
#print axioms ExcitonStability.stable_iff
```

```
'ExcitonStability.exciton_sign' depends on axioms: [propext, Classical.choice, Quot.sound]
'ExcitonStability.stable_iff' depends on axioms: [propext, Classical.choice, Quot.sound]
```

## Stability within the chosen transitions

The finite type `ι` labels the transitions, and `Nonempty ι` says that there is at least one. The functions `f` and `s` hold strengths and squared energies, so degenerate transitions are allowed. `IsExciton g f s z` contains both the equation and the requirement that `z` lie below every `s i`. `casida` is $A$, and `amplitude` is the unnormalised vector $v$. In `stable_iff`, stability means that `x ⬝ᵥ (casida g f s *ᵥ x)` is positive for every nonzero real `x`.

`response_lt` compares the sums term by term. In `existsUnique_exciton`, `hlow` and `hhigh` are the two endpoint estimates, `intermediate_value_Icc` supplies the root, and a three-way comparison proves uniqueness. `exciton_sign` makes the same comparison with zero. `casida_mulVec` writes out the matrix action; `exciton_eigenvector` uses it to verify the eigenvalue equation, where `linear_combination` combines the definition of the amplitude with the exciton equation. In `exciton_le_form`, `hcs` is the weighted Cauchy–Schwarz step. `stable_iff` tests the form on the exciton for one direction and uses the lower bound for the other.

The guarantee concerns real numbers and this matrix. When the static sum is close to one, rounding can change the computed verdict. The theorems say nothing about convergence as transitions are added, about frequency-dependent or non-separable kernels, or about instabilities in channels absent from $A$, such as spin channels left out of the calculation.

The theorems assume positive strengths. Transitions with zero strength add nothing to the static sum and are uncoupled eigenvectors of $A$ with eigenvalues $s_i>0$, so they do not affect the stability test. But if the lowest transition is one of them, there may be no exciton below all $s_i$.
